# Primitive and symmetric Trotter partition functions of finite Hermitian matrices are equal and positive

If a discretised partition function came out complex or negative, it would have no real logarithm and would give no real free energy. The product of a kinetic and a potential Boltzmann factor does not exclude this at sight, because it need not be Hermitian. The problems below settle the matter in a finite basis, at fixed time step and without any claim about the Trotter error.

The basis is labelled by a finite type `n`, and operators are complex matrices over it.

```lean
import Mathlib

open Matrix

namespace TrotterPartitionFunction

noncomputable section

variable {n : Type*} [Fintype n] [DecidableEq n]
```

For real $\tau$, write $B_\tau(A)=e^{-\tau A}$, which is `boltzmann τ A`. With $P$ slices at inverse temperature $\beta$, one takes $\tau=\beta/P$, but any real $\tau$ is allowed here.

```lean
/-- The Boltzmann factor `exp(-τ A)` of an operator `A` at imaginary time `τ`. -/
def boltzmann (τ : ℝ) (A : Matrix n n ℂ) : Matrix n n ℂ :=
  NormedSpace.exp ((-(τ : ℂ)) • A)
```

The primitive step is $R=B_\tau(T)B_\tau(V)$.

```lean
/-- The primitive Trotter step `exp(-τ T) exp(-τ V)`. -/
def primitiveStep (τ : ℝ) (T V : Matrix n n ℂ) : Matrix n n ℂ :=
  boltzmann τ T * boltzmann τ V
```

With the half step $W=B_{\tau/2}(V)$, the symmetric step is $S=W\,B_\tau(T)\,W$.

```lean
/-- The symmetric Trotter step `exp(-τ V/2) exp(-τ T) exp(-τ V/2)`. -/
def symmetricStep (τ : ℝ) (T V : Matrix n n ℂ) : Matrix n n ℂ :=
  boltzmann (τ / 2) V * boltzmann τ T * boltzmann (τ / 2) V
```

## (a) Adding imaginary times

Show that, for real $s,t$ and any matrix $A$,
$$B_{s+t}(A)=B_s(A)\,B_t(A).$$

The matrices $-sA$ and $-tA$ commute, and their sum is $-(s+t)A$. For commuting matrices the exponential of a sum is the product of the exponentials. Lean proves the commutation as `h` and the sum as `e`.

```lean
/-- Boltzmann factors of one operator compose by adding their imaginary times. -/
theorem boltzmann_add (s t : ℝ) (A : Matrix n n ℂ) :
    boltzmann (s + t) A = boltzmann s A * boltzmann t A := by
  have h : Commute ((-(s : ℂ)) • A) ((-(t : ℂ)) • A) :=
    ((Commute.refl A).smul_left _).smul_right _
  have e : (-((s + t : ℝ) : ℂ)) • A = (-(s : ℂ)) • A + (-(t : ℂ)) • A := by
    push_cast
    module
  unfold boltzmann
  rw [e, Matrix.exp_add_of_commute _ _ h]
```

## (b) The adjoint of a Boltzmann factor

Show that for Hermitian $A$
$$B_\tau(A)^\dagger=B_\tau(A).$$

Taking the adjoint term by term in the power series gives $(e^X)^\dagger=e^{X^\dagger}$. For $X=-\tau A$ with $\tau$ real, $X^\dagger=X$. Lean writes the adjoint as `ᴴ`.

```lean
/-- The Boltzmann factor of a Hermitian operator is Hermitian. -/
theorem boltzmann_hermitian (τ : ℝ) {A : Matrix n n ℂ} (hA : A.IsHermitian) :
    (boltzmann τ A)ᴴ = boltzmann τ A := by
  have hs : star (-(τ : ℂ)) = -(τ : ℂ) := by simp
  have h : ((-(τ : ℂ)) • A)ᴴ = (-(τ : ℂ)) • A := by
    rw [Matrix.conjTranspose_smul, hA.eq, hs]
  unfold boltzmann
  rw [← Matrix.exp_conjTranspose, h]
```

## (c) Moving a half step through the product

Show that for every $P\ge 0$
$$W R^P=S^P W.$$

By (a), $B_\tau(V)=W^2$, so $WR=W B_\tau(T)WW=SW$. The case $P=0$ is trivial, and if the claim holds for $P$, then $WR^{P+1}=S^PWR=S^{P+1}W$. In Lean, `SemiconjBy` expresses the one-step relation and `pow_right` does the induction.

```lean
/-- Half a potential step carries `P` primitive steps into `P` symmetric steps. -/
theorem half_step_intertwines (τ : ℝ) (T V : Matrix n n ℂ) (P : ℕ) :
    boltzmann (τ / 2) V * primitiveStep τ T V ^ P
      = symmetricStep τ T V ^ P * boltzmann (τ / 2) V := by
  have hV : boltzmann τ V = boltzmann (τ / 2) V * boltzmann (τ / 2) V := by
    rw [← boltzmann_add, add_halves]
  have h : SemiconjBy (boltzmann (τ / 2) V) (primitiveStep τ T V)
      (symmetricStep τ T V) := by
    unfold SemiconjBy primitiveStep symmetricStep
    rw [hV]
    simp only [mul_assoc]
  exact (h.pow_right P).eq
```

## (d) Traces with an observable inserted

Let $A$ commute with $V$. Show that
$$\mathrm{Tr}(R^P A)=\mathrm{Tr}(S^P A).$$

By (a) and $B_0(V)=1$, $W$ has the inverse $B_{-\tau/2}(V)$. Since $A$ commutes with $V$, it commutes with $W$. Hence (c) gives
$$R^PA=W^{-1}S^PWA=W^{-1}S^PAW,$$
and cyclicity of the trace removes $W$ and $W^{-1}$. Hermiticity is not needed. The calculation is `h3`, followed by `trace_mul_comm`.

```lean
/-- For an observable `A` that commutes with the potential, the primitive and the symmetric
factorisation give the same trace with `A` inserted. -/
theorem trace_observable (τ : ℝ) (T V A : Matrix n n ℂ) (hA : Commute A V) (P : ℕ) :
    (primitiveStep τ T V ^ P * A).trace = (symmetricStep τ T V ^ P * A).trace := by
  have h0 : boltzmann 0 V = 1 := by simp [boltzmann, NormedSpace.exp_zero]
  have h1 : boltzmann (-(τ / 2)) V * boltzmann (τ / 2) V = 1 := by
    rw [← boltzmann_add, neg_add_cancel, h0]
  have h2 : boltzmann (τ / 2) V * boltzmann (-(τ / 2)) V = 1 := by
    rw [← boltzmann_add, add_neg_cancel, h0]
  have hc : boltzmann (τ / 2) V * A = A * boltzmann (τ / 2) V :=
    ((hA.smul_right (-((τ / 2 : ℝ) : ℂ))).exp_right).eq.symm
  -- the primitive product is similar to the symmetric one
  have h3 : primitiveStep τ T V ^ P * A = boltzmann (-(τ / 2)) V *
      (symmetricStep τ T V ^ P * A * boltzmann (τ / 2) V) := by
    calc primitiveStep τ T V ^ P * A
        = boltzmann (-(τ / 2)) V *
            (boltzmann (τ / 2) V * primitiveStep τ T V ^ P) * A := by
          rw [← mul_assoc, h1, one_mul]
      _ = boltzmann (-(τ / 2)) V *
            (symmetricStep τ T V ^ P * A * boltzmann (τ / 2) V) := by
          rw [half_step_intertwines]
          simp only [mul_assoc]
          rw [hc]
  -- cyclicity removes the two half steps
  rw [h3, Matrix.trace_mul_comm, mul_assoc, h2, mul_one]
```

## (e) Functions of position

Show that diagonal matrices with entries $a_i$ and $v_i$ satisfy
$$\mathrm{diag}(a)\,\mathrm{diag}(v)=\mathrm{diag}(v)\,\mathrm{diag}(a).$$

Both products are diagonal, with entries $a_iv_i=v_ia_i$. Part (d) therefore covers position observables with a local potential on a grid.

```lean
/-- Observables and potentials that are both diagonal in the position basis commute. -/
theorem trace_observable_witness (a v : n → ℂ) :
    Commute (Matrix.diagonal a) (Matrix.diagonal v) := by
  have h : (fun i => a i * v i) = fun i => v i * a i := funext fun i => mul_comm _ _
  unfold Commute SemiconjBy
  rw [Matrix.diagonal_mul_diagonal, Matrix.diagonal_mul_diagonal, h]
```

## (f) Every power in the form $M^\dagger M$

For Hermitian $T,V$, find an invertible $M$ with
$$S^P=M^\dagger M.$$

Put $C=B_{\tau/2}(T)\,W$. It is invertible, being a product of exponentials, and (a) and (b) give $C^\dagger C=W B_{\tau/2}(T)^2W=S$. So $S$ is Hermitian and invertible. For $P=2k$ take $M=S^k$. For $P=2k+1$ take $M=CS^k$, since
$$(CS^k)^\dagger CS^k=S^kC^\dagger CS^k=S^{2k+1}.$$
Lean splits the same two cases with `Nat.even_or_odd'`.

```lean
/-- For Hermitian `T` and `V`, every power of the symmetric step has the form `Mᴴ M` with `M`
invertible. -/
theorem symmetricStep_pow_gram (τ : ℝ) {T V : Matrix n n ℂ} (hT : T.IsHermitian)
    (hV : V.IsHermitian) (P : ℕ) :
    ∃ M : Matrix n n ℂ, IsUnit M ∧ symmetricStep τ T V ^ P = Mᴴ * M := by
  have hu : ∀ (s : ℝ) (A : Matrix n n ℂ), IsUnit (boltzmann s A) :=
    fun s A => Matrix.isUnit_exp _
  -- a single step: split the kinetic factor into two halves
  obtain ⟨C, hCu, hC⟩ : ∃ C : Matrix n n ℂ, IsUnit C ∧ symmetricStep τ T V = Cᴴ * C := by
    refine ⟨boltzmann (τ / 2) T * boltzmann (τ / 2) V, (hu _ _).mul (hu _ _), ?_⟩
    have hK : boltzmann τ T = boltzmann (τ / 2) T * boltzmann (τ / 2) T := by
      rw [← boltzmann_add, add_halves]
    rw [Matrix.conjTranspose_mul, boltzmann_hermitian _ hT, boltzmann_hermitian _ hV]
    unfold symmetricStep
    rw [hK]
    simp only [mul_assoc]
  generalize symmetricStep τ T V = S at hC ⊢
  have hS : Sᴴ = S := by
    rw [hC, Matrix.conjTranspose_mul, Matrix.conjTranspose_conjTranspose]
  have hSu : IsUnit S := by
    rw [hC]
    exact (hCu.star).mul hCu
  obtain ⟨k, hk | hk⟩ := Nat.even_or_odd' P
  · refine ⟨S ^ k, hSu.pow k, ?_⟩
    rw [Matrix.conjTranspose_pow, hS, ← pow_add, hk, two_mul]
  · refine ⟨C * S ^ k, hCu.mul (hSu.pow k), ?_⟩
    calc S ^ P = S ^ k * S * S ^ k := by
          rw [← pow_succ, ← pow_add]
          congr 1
          omega
      _ = S ^ k * (Cᴴ * C) * S ^ k := by rw [← hC]
      _ = (C * S ^ k)ᴴ * (C * S ^ k) := by
          rw [Matrix.conjTranspose_mul, Matrix.conjTranspose_pow, hS]
          simp only [mul_assoc]
```

## (g) The trace as a sum of squares

Show that for any square $M$
$$\mathrm{Tr}(M^\dagger M)=\sum_i\sum_j|M_{ji}|^2.$$

The $i$-th diagonal entry is $\sum_j\overline{M_{ji}}M_{ji}$; sum over $i$. `Complex.normSq` is the squared modulus.

```lean
omit [DecidableEq n] in
/-- The trace of `Mᴴ M` is the sum of the squared moduli of the entries of `M`. -/
theorem trace_gram (M : Matrix n n ℂ) :
    (Mᴴ * M).trace = ((∑ i, ∑ j, Complex.normSq (M j i) : ℝ) : ℂ) := by
  simp only [Matrix.trace, Matrix.diag_apply, Matrix.mul_apply, Matrix.conjTranspose_apply,
    Complex.ofReal_sum, Complex.normSq_eq_conj_mul_self, Complex.star_def]
```

## (h) The partition function

Let $T,V$ be Hermitian and the basis nonempty. Show that there is a real $Z>0$ with
$$\mathrm{Tr}\,R^P=\mathrm{Tr}\,S^P=Z.$$

Part (d) with $A=1$ gives the first equality. By (f) and (g), the trace is a sum of squared moduli. An invertible $M$ on a nonempty basis has a nonzero entry, so the sum is positive. For $P=0$, $Z$ is the dimension. In Lean, `(Z : ℂ)` states that the complex trace is real.

In a grid code with diagonal $V$, the symmetric step puts half a potential factor on each side of the kinetic matrix. Around the closed ring, neighbouring halves merge into one full factor per bead. Dividing the traces in (d) by $Z$ gives the same position averages for both steps. Positivity of $Z$ does not make the weight of each path positive.

```lean
/-- For Hermitian `T` and `V` on a nonempty basis, the primitive and symmetric Trotter partition
functions with `P` slices are equal, and their common value is real and strictly positive. -/
theorem trotter_partition_function [Nonempty n] (τ : ℝ) {T V : Matrix n n ℂ}
    (hT : T.IsHermitian) (hV : V.IsHermitian) (P : ℕ) :
    ∃ Z : ℝ, 0 < Z ∧ (primitiveStep τ T V ^ P).trace = (Z : ℂ) ∧
      (symmetricStep τ T V ^ P).trace = (Z : ℂ) := by
  have heq : (primitiveStep τ T V ^ P).trace = (symmetricStep τ T V ^ P).trace := by
    simpa only [mul_one] using trace_observable τ T V 1 (Commute.one_left V) P
  obtain ⟨M, hM, hG⟩ := symmetricStep_pow_gram τ hT hV P
  have hZ : (symmetricStep τ T V ^ P).trace
      = ((∑ i, ∑ j, Complex.normSq (M j i) : ℝ) : ℂ) := by
    rw [hG, trace_gram]
  refine ⟨_, ?_, heq.trans hZ, hZ⟩
  -- an invertible matrix has a nonzero entry
  obtain ⟨i, j, hij⟩ : ∃ i j, M j i ≠ 0 := by
    by_contra h
    push Not at h
    exact hM.ne_zero (Matrix.ext fun j i => h i j)
  exact Finset.sum_pos' (fun i _ => Finset.sum_nonneg fun j _ => Complex.normSq_nonneg _)
    ⟨i, Finset.mem_univ i, Finset.sum_pos' (fun j _ => Complex.normSq_nonneg _)
      ⟨j, Finset.mem_univ j, Complex.normSq_pos.mpr hij⟩⟩
```

## (i) When the primitive step is Hermitian

For Hermitian $T,V$, show that
$$R^\dagger=R\iff B_\tau(T)B_\tau(V)=B_\tau(V)B_\tau(T).$$

By (b), $R^\dagger=B_\tau(V)B_\tau(T)$, so the two conditions are the same equation. When the factors do not commute, the positivity in (h) still holds, although $R$ is not Hermitian.

```lean
/-- For Hermitian `T` and `V`, the primitive step is Hermitian exactly when its kinetic and
potential Boltzmann factors commute. -/
theorem primitiveStep_hermitian_iff (τ : ℝ) {T V : Matrix n n ℂ} (hT : T.IsHermitian)
    (hV : V.IsHermitian) :
    (primitiveStep τ T V).IsHermitian ↔ Commute (boltzmann τ T) (boltzmann τ V) := by
  unfold primitiveStep Matrix.IsHermitian
  rw [Matrix.conjTranspose_mul, boltzmann_hermitian _ hT, boltzmann_hermitian _ hV]
  exact ⟨fun h => h.symm, fun h => h.eq.symm⟩

end

end TrotterPartitionFunction
```

```lean
#print axioms TrotterPartitionFunction.trotter_partition_function
#print axioms TrotterPartitionFunction.primitiveStep_hermitian_iff
```

```
'TrotterPartitionFunction.trotter_partition_function' depends on axioms: [propext, Classical.choice, Quot.sound]
'TrotterPartitionFunction.primitiveStep_hermitian_iff' depends on axioms: [propext, Classical.choice, Quot.sound]
```
